# Outgoing and incoming scattering states carry opposite phases, and interference can detect the sign

When a photoelectron angular distribution is assembled from partial waves, each real radial matrix element is multiplied by a phase factor $e^{i\delta_l}$ or $e^{-i\delta_l}$ before the squared modulus of the sum is taken. The sign follows from the boundary condition on the final state. A state with incoming scattered waves carries $e^{-i\delta_l}$, which becomes $e^{+i\delta_l}$ when the state stands as the bra in the transition amplitude. Below, the sign is derived for an s-wave outside a short-range potential, and the effect of reversing it is computed for any finite sum of partial waves.

```lean
import Mathlib

open ComplexConjugate

namespace PhotoelectronPhases

noncomputable section
```

## The radial state and the partial-wave sum

Let $k$ be the wave number, $r$ the radius, $d$ the phase shift and $s=\pm1$ a sign. The radial function (radius times wavefunction, unnormalised) is
$$u_s(r)=e^{isd}\sin(kr+d).$$
With $k>0$ and time factor $e^{-i\omega t}$, $\omega>0$, the wave $e^{iskr}$ is outgoing for $s=1$ and incoming for $s=-1$. The definition accepts any real `s`; theorems that need a sign assume `s = 1 ∨ s = -1`.

```lean
/-- The s-wave radial state `exp(i s d) sin(kr + d)` with phase shift `d`; the sign `s = 1` labels
outgoing and `s = -1` incoming scattered waves when `k > 0`. -/
def scatteringState (s k d r : ℝ) : ℂ :=
  Complex.exp (((s * d : ℝ) : ℂ) * Complex.I) * ((Real.sin (k * r + d) : ℝ) : ℂ)
```

For the intensities, let $l$ run over a finite index set `ι`, with real strengths $c_l$, phases $d_l$ and remaining complex factors $g_l$, such as angular functions and the factor $(-i)^l$ from the partial-wave expansion of the final state in the bra:
$$A_s=\sum_l c_l\,e^{isd_l}g_l .$$
Here $s$ is the sign of the phase in the amplitude, not the label of the final state: a final state with incoming scattered waves, $u_{-1}$, is conjugated in the bra and so gives $s=1$ in $A_s$. The strengths, phases and factors are all inputs. Neither the phase shifts nor the amplitude is derived from a potential or a dipole operator, and Coulomb tails are not treated in the radial state.

```lean
/-- A sum of partial waves with real strengths `c l`, phase factors `exp(i s d_l)` and
complex factors `g l`. -/
def partialWaveAmplitude {ι : Type*} [Fintype ι] (s : ℝ) (c d : ι → ℝ) (g : ι → ℂ) : ℂ :=
  ∑ l, (c l : ℂ) * Complex.exp (((s * d l : ℝ) : ℂ) * Complex.I) * g l
```

Both parts use Euler's formula, $e^{ix}=\cos x+i\sin x$.

```lean
/-- A phase factor has the cosine as real part and the sine as imaginary part. -/
theorem phase_eq (x : ℝ) : Complex.exp ((x : ℂ) * Complex.I) =
    ((Real.cos x : ℝ) : ℂ) + ((Real.sin x : ℝ) : ℂ) * Complex.I := by
  rw [Complex.exp_mul_I, Complex.ofReal_cos, Complex.ofReal_sin]
```

## Splitting off the free wave

Since $s=\pm1$, we have $e^{iskr}=\cos kr+is\sin kr$. Hence
$$\sin(kr+d)-\sin d\,e^{iskr}=\sin kr\,(\cos d-is\sin d)=e^{-isd}\sin kr .$$
Multiplying by $e^{isd}$ gives
$$u_s(r)=\sin kr+e^{isd}\sin d\;e^{iskr}.$$
The proof treats the two signs separately and closes each with $\sin^2d+\cos^2d=1$ and $i^2=-1$.

```lean
/-- For `s = ±1`, the scattering state is the free wave `sin(kr)` plus the wave `exp(i s k r)` with
amplitude `exp(i s d) sin d`. -/
theorem scatteringState_eq {s : ℝ} (hs : s = 1 ∨ s = -1) (k d r : ℝ) :
    scatteringState s k d r = ((Real.sin (k * r) : ℝ) : ℂ) +
      Complex.exp (((s * d : ℝ) : ℂ) * Complex.I) * ((Real.sin d : ℝ) : ℂ) *
        Complex.exp (((s * (k * r) : ℝ) : ℂ) * Complex.I) := by
  have hcs := Complex.sin_sq_add_cos_sq (d : ℂ)
  unfold scatteringState
  rw [phase_eq, phase_eq, Real.sin_add]
  rcases hs with rfl | rfl <;>
    simp only [one_mul, neg_mul, Real.cos_neg, Real.sin_neg] <;>
    push_cast <;>
    linear_combination Complex.sin ((k : ℂ) * r) * hcs -
      Complex.sin ((k : ℂ) * r) * Complex.sin (d : ℂ) ^ 2 * Complex.I_sq
```

The sine in $u_s$ is real, so conjugation only reverses the phase: $\overline{u_s}=u_{-s}$.

```lean
/-- Complex conjugation turns the radial state with parameter `s` into the one with `-s`. -/
theorem conj_scatteringState (s k d r : ℝ) :
    conj (scatteringState s k d r) = scatteringState (-s) k d r := by
  unfold scatteringState
  rw [phase_eq, phase_eq, neg_mul, Real.cos_neg, Real.sin_neg]
  simp only [map_mul, map_add, Complex.conj_ofReal, Complex.conj_I, Complex.ofReal_neg]
  ring
```

## The boundary condition fixes the phase

Suppose that, for all real $r$,
$$c\sin(kr+d)=\sin kr+f e^{iskr},$$
with unknown complex $c$ and $f$. At $r=0$ this reads $c\sin d=f$. At $kr=\pi/2$, which can be reached because $k\neq0$, it reads $c\cos d=1+isf$. Eliminating $f$,
$$c(\cos d-is\sin d)=1,\qquad c=e^{isd},\qquad f=e^{isd}\sin d .$$
In the proof `h0` and `h1` are these two equations, and `linear_combination` performs the elimination. The converse is the splitting above. Outside a potential of finite range the condition is imposed only beyond that range; moving both points outward by the same whole number of periods $2\pi/|k|$ gives the same two equations, so the constants are the same. The Lean statement uses the condition at all real $r$.

For $k=0$ uniqueness fails: the condition reduces to $c\sin d=f$, which $c=f=0$ satisfies, although $e^{isd}$ is never zero.

```lean
/-- For `s = ±1` and `k ≠ 0`, a multiple `c` of `sin(kr + d)` is the free wave plus a wave `f exp(i
s k r)` at all `r` exactly when `c = exp(i s d)` and `f = exp(i s d) sin d`. -/
theorem scattering_boundary_condition_iff {s k : ℝ} (hs : s = 1 ∨ s = -1) (hk : k ≠ 0)
    (d : ℝ) (c f : ℂ) :
    (∀ r : ℝ, c * ((Real.sin (k * r + d) : ℝ) : ℂ) = ((Real.sin (k * r) : ℝ) : ℂ) +
        f * Complex.exp (((s * (k * r) : ℝ) : ℂ) * Complex.I)) ↔
      c = Complex.exp (((s * d : ℝ) : ℂ) * Complex.I) ∧
      f = Complex.exp (((s * d : ℝ) : ℂ) * Complex.I) * ((Real.sin d : ℝ) : ℂ) := by
  constructor
  · intro h
    -- the two points kr = 0 and kr = π/2 fix both constants
    have h0 : c * ((Real.sin d : ℝ) : ℂ) = f := by simpa using h 0
    have h1 := h (Real.pi / 2 / k)
    have e : k * (Real.pi / 2 / k) = Real.pi / 2 := by field_simp
    rw [e, phase_eq, Real.sin_add, Real.sin_pi_div_two, Real.cos_pi_div_two] at h1
    have hcs : ((Real.sin d : ℝ) : ℂ) ^ 2 + ((Real.cos d : ℝ) : ℂ) ^ 2 = 1 := by
      exact_mod_cast Real.sin_sq_add_cos_sq d
    have hc : c = Complex.exp (((s * d : ℝ) : ℂ) * Complex.I) := by
      rw [phase_eq]
      rcases hs with rfl | rfl
      · simp only [one_mul, zero_mul, add_zero, zero_add, Real.sin_pi_div_two,
          Real.cos_pi_div_two, Complex.ofReal_zero, Complex.ofReal_one] at h1 ⊢
        linear_combination
          (((Real.cos d : ℝ) : ℂ) + ((Real.sin d : ℝ) : ℂ) * Complex.I) *
            (h1 - Complex.I * h0) - c * hcs +
          c * ((Real.sin d : ℝ) : ℂ) ^ 2 * Complex.I_sq
      · simp only [one_mul, neg_mul, zero_mul, add_zero, zero_add, Real.sin_neg, Real.cos_neg,
          Real.sin_pi_div_two, Real.cos_pi_div_two, Complex.ofReal_zero, Complex.ofReal_one,
          Complex.ofReal_neg] at h1 ⊢
        linear_combination
          (((Real.cos d : ℝ) : ℂ) - ((Real.sin d : ℝ) : ℂ) * Complex.I) *
            (h1 + Complex.I * h0) - c * hcs +
          c * ((Real.sin d : ℝ) : ℂ) ^ 2 * Complex.I_sq
    exact ⟨hc, by rw [← hc]; exact h0.symm⟩
  · rintro ⟨rfl, rfl⟩ r
    exact scatteringState_eq hs k d r
```

## Reversing every phase in the intensity

The squared modulus of a sum expands into ordered pairs:
$$\Big|\sum_l z_l\Big|^2=\sum_{l,m}\operatorname{Re}(z_l\overline{z_m}).$$

```lean
/-- The squared modulus of a finite sum is the sum of `Re (z l * conj (z m))` over all ordered
pairs, including `l = m`. -/
theorem intensity_eq_sum_pairs {ι : Type*} [Fintype ι] (z : ι → ℂ) :
    ‖∑ l, z l‖ ^ 2 = ∑ l, ∑ m, (z l * conj (z m)).re := by
  have h (w : ℂ) : ‖w‖ ^ 2 = (w * conj w).re := by
    rw [Complex.mul_conj, Complex.ofReal_re, Complex.sq_norm]
  rw [h, map_sum, Finset.sum_mul_sum]
  simp only [Complex.re_sum]
```

For $z_l=c_le^{isd_l}g_l$, write $G_{lm}=g_l\overline{g_m}$. Each pair contributes
$$c_lc_m\big[\cos(d_l-d_m)\operatorname{Re}G_{lm}-s\sin(d_l-d_m)\operatorname{Im}G_{lm}\big].$$
The cosine terms cancel between $s=1$ and $s=-1$, leaving
$$|A_1|^2-|A_{-1}|^2=-2\sum_{l,m}c_lc_m\sin(d_l-d_m)\operatorname{Im}G_{lm}.$$
Only phase differences enter. If all $g_l$ are real, the difference is zero, and reversing every phase leaves the intensity unchanged.

```lean
/-- Reversing the sign of all scattering phases changes the intensity by a sum over pairs of
partial waves, each weighted by the sine of their phase difference. -/
theorem intensity_difference {ι : Type*} [Fintype ι] (c d : ι → ℝ) (g : ι → ℂ) :
    ‖partialWaveAmplitude 1 c d g‖ ^ 2 - ‖partialWaveAmplitude (-1) c d g‖ ^ 2 =
      -2 * ∑ l, ∑ m, c l * c m * Real.sin (d l - d m) * (g l * conj (g m)).im := by
  unfold partialWaveAmplitude
  rw [intensity_eq_sum_pairs, intensity_eq_sum_pairs, ← Finset.sum_sub_distrib, Finset.mul_sum]
  refine Finset.sum_congr rfl fun l _ => ?_
  rw [← Finset.sum_sub_distrib, Finset.mul_sum]
  refine Finset.sum_congr rfl fun m _ => ?_
  -- for each pair the terms even in the phases cancel
  simp only [phase_eq, one_mul, neg_mul, Real.cos_neg, Real.sin_neg, Real.sin_sub,
    Complex.mul_re, Complex.mul_im, Complex.add_re, Complex.add_im, Complex.conj_re,
    Complex.conj_im, Complex.ofReal_re, Complex.ofReal_im, Complex.I_re, Complex.I_im]
  ring
```

## Two interfering waves

A phase factor common to both waves does not affect the intensity, so it is dropped, and $d$ now denotes the difference of the two phase shifts. For real $a,b$ and complex $g$,
$$|a+be^{\pm id}g|^2=a^2+b^2|g|^2+2ab\,(\cos d\operatorname{Re}g\mp\sin d\operatorname{Im}g),$$
so the upper sign minus the lower gives $-4ab\sin d\operatorname{Im}g$. Lean expands real and imaginary parts directly.

Take $a=b=1$, $d=\pi/6$, $g=i$. The amplitudes are $\tfrac12+\tfrac{\sqrt3}{2}i$ and $\tfrac32+\tfrac{\sqrt3}{2}i$, with intensities $1$ and $3$. Their difference, $-2$, equals $-4\cdot\tfrac12$.

```lean
/-- For a real wave `a` interfering with `b exp(± i d) g`, the two signs of the phase give
intensities that differ by `-4ab sin(d) Im(g)`. -/
theorem two_wave_difference (a b d : ℝ) (g : ℂ) :
    ‖(a : ℂ) + b * Complex.exp ((d : ℂ) * Complex.I) * g‖ ^ 2 -
      ‖(a : ℂ) + b * Complex.exp (((-d : ℝ) : ℂ) * Complex.I) * g‖ ^ 2 =
      -4 * a * b * Real.sin d * g.im := by
  simp only [Complex.sq_norm, Complex.normSq_apply, phase_eq, Real.cos_neg, Real.sin_neg,
    Complex.mul_re, Complex.mul_im, Complex.add_re, Complex.add_im,
    Complex.ofReal_re, Complex.ofReal_im, Complex.I_re, Complex.I_im]
  ring
```

A product of real numbers vanishes exactly when a factor does. The two intensities therefore agree if and only if $a=0$, $b=0$, $\sin d=0$ or $\operatorname{Im}g=0$.

```lean
/-- The two signs of the phase give the same two-wave intensity exactly when one of `a`, `b`,
`sin d` and `Im g` vanishes. -/
theorem two_wave_intensity_eq_iff (a b d : ℝ) (g : ℂ) :
    ‖(a : ℂ) + b * Complex.exp ((d : ℂ) * Complex.I) * g‖ ^ 2 =
      ‖(a : ℂ) + b * Complex.exp (((-d : ℝ) : ℂ) * Complex.I) * g‖ ^ 2 ↔
      a = 0 ∨ b = 0 ∨ Real.sin d = 0 ∨ g.im = 0 := by
  rw [← sub_eq_zero, two_wave_difference]
  simp [or_assoc]
```

The contrast can be complete. With $a=b=1$, $d=\pi/2$ and $g=i$, the second wave is $i\cdot i=-1$ for one sign and $-i\cdot i=1$ for the other, so the intensities are $0$ and $4$.

```lean
/-- With both strengths equal to 1, phase shift `π/2` and `g = i`, the intensity is 0 for one sign
of the phase and 4 for the other. -/
theorem two_wave_extinction :
    ‖1 + Complex.exp (((Real.pi / 2 : ℝ) : ℂ) * Complex.I) * Complex.I‖ ^ 2 = 0 ∧
      ‖1 + Complex.exp (((-(Real.pi / 2) : ℝ) : ℂ) * Complex.I) * Complex.I‖ ^ 2 = 4 := by
  have h1 : 1 + Complex.exp (((Real.pi / 2 : ℝ) : ℂ) * Complex.I) * Complex.I = 0 := by
    rw [phase_eq, Real.cos_pi_div_two, Real.sin_pi_div_two, Complex.ofReal_zero,
      Complex.ofReal_one]
    linear_combination Complex.I_sq
  have h2 : 1 + Complex.exp (((-(Real.pi / 2) : ℝ) : ℂ) * Complex.I) * Complex.I = 2 := by
    rw [phase_eq, Real.cos_neg, Real.sin_neg, Real.cos_pi_div_two, Real.sin_pi_div_two,
      Complex.ofReal_neg, Complex.ofReal_zero, Complex.ofReal_one]
    linear_combination -Complex.I_sq
  rw [h1, h2]
  norm_num

end

end PhotoelectronPhases
```

```lean
#print axioms PhotoelectronPhases.scatteringState_eq
#print axioms PhotoelectronPhases.scattering_boundary_condition_iff
#print axioms PhotoelectronPhases.two_wave_intensity_eq_iff
#print axioms PhotoelectronPhases.two_wave_extinction
```

```
'PhotoelectronPhases.scatteringState_eq' depends on axioms: [propext, Classical.choice, Quot.sound]
'PhotoelectronPhases.scattering_boundary_condition_iff' depends on axioms: [propext, Classical.choice, Quot.sound]
'PhotoelectronPhases.two_wave_intensity_eq_iff' depends on axioms: [propext, Classical.choice, Quot.sound]
'PhotoelectronPhases.two_wave_extinction' depends on axioms: [propext, Classical.choice, Quot.sound]
```
